# The squared gerade–ungerade transition dipole of H₂⁺ in a minimal 1s basis is R²/(4(1 − S²))

In the hydrogen molecular ion, take the normalised gerade and ungerade combinations of two 1s orbitals, one on each nucleus, with overlap S = e^(−R)(1 + R + R²/3) at distance R in atomic units. The theorem `transitionDipole_sq` states that, for every R > 0, the squared matrix element of the coordinate along the bond between these two orbitals is R²/(4(1 − S²)). The coordinate is measured from the bond midpoint, so its matrix in the two atomic orbitals is diagonal, with entries −R/2 and R/2. The proof writes the squared matrix element as R² times the squares of the two normalisation factors, replaces those squares by the inverses of 2(1 + S) and 2(1 − S), and then tries to match the result with the right-hand side by rewriting.

This version doesn't compile in Lean 4 with Mathlib:

```lean
import Mathlib

open Matrix Filter Topology

namespace HydrogenMolecularIonLCAO

noncomputable section

/-- Overlap integral of two 1s orbitals at distance `R` (atomic units). -/
def overlap (R : ℝ) : ℝ := Real.exp (-R) * (1 + R + R ^ 2 / 3)

/-- Matrix of the coordinate along the bond, measured from the bond midpoint. -/
def positionMatrix (R : ℝ) : Matrix (Fin 2) (Fin 2) ℝ := !![-(R / 2), 0; 0, R / 2]

/-- Coefficients of the gerade molecular orbital. -/
def gerade (R : ℝ) : Fin 2 → ℝ :=
  ![(√(2 * (1 + overlap R)))⁻¹, (√(2 * (1 + overlap R)))⁻¹]

/-- Coefficients of the ungerade molecular orbital. -/
def ungerade (R : ℝ) : Fin 2 → ℝ :=
  ![(√(2 * (1 - overlap R)))⁻¹, -(√(2 * (1 - overlap R)))⁻¹]

/-- Matrix element of the bond coordinate between the two molecular orbitals. -/
def transitionDipole (R : ℝ) : ℝ := gerade R ⬝ᵥ (positionMatrix R *ᵥ ungerade R)

/-- Matrix element of a two-by-two matrix between two real vectors, written out. -/
theorem matrix_element (a b c d x y u v : ℝ) :
    ![x, y] ⬝ᵥ (!![a, b; c, d] *ᵥ ![u, v]) = x * (a * u + b * v) + y * (c * u + d * v) := by
  simp [Matrix.mulVec, dotProduct, Fin.sum_univ_two]

/-- At every positive distance the overlap lies strictly between 0 and 1. -/
theorem overlap_bounds {R : ℝ} (hR : 0 < R) : 0 < overlap R ∧ overlap R < 1 := by
  refine ⟨by unfold overlap; positivity, ?_⟩
  have hq := Real.quadratic_le_exp_of_nonneg hR.le
  have hlt : 1 + R + R ^ 2 / 3 < Real.exp R := by nlinarith [pow_pos hR 2]
  have h1 : Real.exp (-R) * Real.exp R = 1 := by
    rw [← Real.exp_add, neg_add_cancel, Real.exp_zero]
  have h2 := mul_lt_mul_of_pos_left hlt (Real.exp_pos (-R))
  unfold overlap
  linarith

/-- The squared transition dipole equals `R² / (4 (1 - S²))`. -/
theorem transitionDipole_sq {R : ℝ} (hR : 0 < R) :
    transitionDipole R ^ 2 = R ^ 2 / (4 * (1 - overlap R ^ 2)) := by
  obtain ⟨h0, h1⟩ := overlap_bounds hR
  have hg : (√(2 * (1 + overlap R)))⁻¹ ^ 2 = (2 * (1 + overlap R))⁻¹ := by
    rw [inv_pow, Real.sq_sqrt (by linarith)]
  have hu : (√(2 * (1 - overlap R)))⁻¹ ^ 2 = (2 * (1 - overlap R))⁻¹ := by
    rw [inv_pow, Real.sq_sqrt (by linarith)]
  have h : transitionDipole R ^ 2 = R ^ 2 *
      ((√(2 * (1 + overlap R)))⁻¹ ^ 2 * (√(2 * (1 - overlap R)))⁻¹ ^ 2) := by
    unfold transitionDipole gerade ungerade positionMatrix
    rw [matrix_element]
    ring
  rw [h, hg, hu, show 4 * (1 - overlap R ^ 2)
    = (2 * (1 + overlap R)) * (2 * (1 - overlap R)) by ring, div_eq_mul_inv, mul_inv]

end

end HydrogenMolecularIonLCAO
```

Compiling this gives:

```
Main.lean:44:66: error: unsolved goals
R : ℝ
hR : 0 < R
h0 : 0 < overlap R
h1 : overlap R < 1
hg : (√(2 * (1 + overlap R)))⁻¹ ^ 2 = (2 * (1 + overlap R))⁻¹
hu : (√(2 * (1 - overlap R)))⁻¹ ^ 2 = (2 * (1 - overlap R))⁻¹
h : transitionDipole R ^ 2 = R ^ 2 * ((√(2 * (1 + overlap R)))⁻¹ ^ 2 * (√(2 * (1 - overlap R)))⁻¹ ^ 2)
⊢ R ^ 2 * (2⁻¹ * (1 + overlap R)⁻¹ * (2 * (1 - overlap R))⁻¹) = R ^ 2 * (2 * (1 + overlap R) * (2 * (1 - overlap R)))⁻¹
```

Lean accepts the file once it reads:

```diff
@@ -54,5 +54,5 @@
     ring
   rw [h, hg, hu, show 4 * (1 - overlap R ^ 2)
-    = (2 * (1 + overlap R)) * (2 * (1 - overlap R)) by ring, div_eq_mul_inv, mul_inv]
+    = (2 * (1 + overlap R)) * (2 * (1 - overlap R)) by ring, div_eq_mul_inv, ← mul_inv]
 
 end
```

Diagnosis. The error "unsolved goals" shows the equation left over after the last `rw`. Just before its final step, the left side contains a product of two inverses, `(2 * (1 + overlap R))⁻¹ * (2 * (1 - overlap R))⁻¹`, and the right side the inverse of the whole product. The step `mul_inv` turns `(a * b)⁻¹` into `a⁻¹ * b⁻¹`, and was needed on the right. But `rw` fixes `a` and `b` at the first match it finds, here `(2 * (1 + overlap R))⁻¹` on the left. It splits that into `2⁻¹ * (1 + overlap R)⁻¹` and leaves the right side as it was, so the two sides still differ in form and the `rfl` that `rw` tries at the end does not close the goal.

The repair uses `← mul_inv`, which joins a product of inverses into one inverse. The only such product is the one on the left, and joining it gives exactly the right-hand side, so `rw` closes the goal by `rfl`.
